# A Hadamard rotation of a diagonal excitation block turns every energy denominator into the mean energy

When excitations of different energies are mixed by a rotation, their energy matrix generally stops being diagonal, and a sum with one energy denominator per excitation needs a rule for which energies to use. Here the whole matrix is rotated, its new diagonal supplies the denominators, and its off-diagonal elements are ignored.

The physical picture is two identical, non-interacting molecules, each with one occupied and one virtual orbital. An opposite-spin double excitation empties two occupied spin orbitals and fills two virtual ones. Four bits record which molecule each of them sits on. The reference determinant couples only to 0000 and 1111, where everything happens on one molecule. Passing to the normalized sums and differences of the localized orbitals rotates each bit by a 2 × 2 Hadamard matrix. The code takes the resulting matrix as given and allows n bits.

In Lean 4 with Mathlib:

```lean
import Mathlib

open Matrix

namespace HadamardPairEnergy

noncomputable section
```

The first line loads the mathematical library Mathlib, and `open Matrix` makes its matrix notation available.

```lean
/-- The normalized 2 × 2 Hadamard matrix. -/
def hadamard : Matrix (Fin 2) (Fin 2) ℝ :=
  !![(Real.sqrt 2)⁻¹, (Real.sqrt 2)⁻¹; (Real.sqrt 2)⁻¹, -(Real.sqrt 2)⁻¹]
```

This is the matrix h with rows (1, 1)/√2 and (1, −1)/√2. The type `Fin 2` is the index set {0, 1}, and ℝ says that the entries are real.

```lean
/-- The `n`-fold Kronecker power of the Hadamard matrix, with rows and columns labelled by
bit strings of length `n`. -/
def hadamardPower (n : ℕ) : Matrix (Fin n → Fin 2) (Fin n → Fin 2) ℝ :=
  fun s t => ∏ i, hadamard (s i) (t i)
```

A bit string s is a function `Fin n → Fin 2`, which assigns a bit s_i to each position i. The Kronecker power H has the entries

H_st = ∏_i h_(s_i t_i).

For n = 4 it is a 16 × 16 matrix.

```lean
/-- The matrix `R A Rᵀ`. For orthogonal `R` it is the excitation block `A` expressed in the basis
rotated by `R`. -/
def rotate {ι : Type*} [Fintype ι] (R A : Matrix ι ι ℝ) : Matrix ι ι ℝ :=
  R * A * Rᵀ
```

The block A becomes R A Rᵀ. The index set `ι` may be any finite set. The definition accepts every square R; orthogonality enters later as a hypothesis.

```lean
/-- The sum of squared reference coupling over diagonal energy, for a block `A` whose
diagonal entries are nonzero. -/
def couplingSum {ι : Type*} [Fintype ι] (A : Matrix ι ι ℝ) (c : ι → ℝ) : ℝ :=
  ∑ s, c s ^ 2 / A s s
```

For a coupling vector c this is

S(A, c) = Σ_s c_s² / A_ss.

With A_ss as the energy of excitation s above the reference, −S is a second-order energy correction that uses only the diagonal of A.

```lean
/-- The mean of the diagonal energies over all bit strings of length `n`. -/
def meanEnergy {n : ℕ} (d : (Fin n → Fin 2) → ℝ) : ℝ :=
  (∑ s, d s) / 2 ^ n
```

For diagonal energies d_s, this is mean(d) = (Σ_s d_s)/2ⁿ, with all 2ⁿ strings weighted equally.

```lean
/-- The reference couples with strength `v` to the strings 00…0 and 11…1 only. -/
def endCoupling (n : ℕ) (v : ℝ) : (Fin n → Fin 2) → ℝ :=
  fun s => if s = 0 ∨ s = 1 then v else 0
```

The coupling is v on two strings and zero elsewhere. In `s = 0 ∨ s = 1`, the symbols 0 and 1 are the constant functions, that is, the strings 00…0 and 11…1.

```lean
/-- Every entry of the normalized Hadamard matrix has square 1/2. -/
theorem hadamard_sq (a b : Fin 2) : hadamard a b ^ 2 = 1 / 2 := by
  have h : (Real.sqrt 2)⁻¹ * (Real.sqrt 2)⁻¹ = 1 / 2 := by
    rw [← mul_inv, Real.mul_self_sqrt (by norm_num)]
    norm_num
  unfold hadamard
  generalize (Real.sqrt 2)⁻¹ = r at h ⊢
  fin_cases a <;> fin_cases b <;> simp <;> linarith
```

Every entry of h is ±1/√2, so its square is 1/2. The proof first establishes (1/√2)² = 1/2, then abbreviates 1/√2 as r and lets `fin_cases` run through the four entries.

```lean
/-- The rows of the normalized Hadamard matrix are orthonormal. -/
theorem hadamard_rows (a b : Fin 2) :
    ∑ u, hadamard a u * hadamard b u = if a = b then 1 else 0 := by
  have h : (Real.sqrt 2)⁻¹ * (Real.sqrt 2)⁻¹ = 1 / 2 := by
    rw [← mul_inv, Real.mul_self_sqrt (by norm_num)]
    norm_num
  unfold hadamard
  generalize (Real.sqrt 2)⁻¹ = r at h ⊢
  fin_cases a <;> fin_cases b <;> simp [Fin.sum_univ_two] <;> linarith
```

The rows of h are orthonormal:

Σ_u h_au h_bu = 1 if a = b, and 0 otherwise.

By hand, equal rows give 1/2 + 1/2 and different rows give 1/2 − 1/2. The proof checks the same four cases.

```lean
/-- The Kronecker power of the Hadamard matrix is orthogonal. -/
theorem hadamardPower_orthogonal (n : ℕ) :
    hadamardPower n * (hadamardPower n)ᵀ = 1 := by
  ext s t
  -- the sum over strings factorizes into one sum per bit
  have h : ∑ u : Fin n → Fin 2, ∏ i, hadamard (s i) (u i) * hadamard (t i) (u i)
      = ∏ i, ∑ a, hadamard (s i) a * hadamard (t i) a := by
    rw [Finset.prod_univ_sum, Fintype.piFinset_univ]
  simp only [Matrix.mul_apply, Matrix.transpose_apply, hadamardPower,
    ← Finset.prod_mul_distrib]
  rw [h]
  simp only [hadamard_rows]
  rw [Matrix.one_apply]
  by_cases hst : s = t
  · subst hst
    simp
  · obtain ⟨i, hi⟩ := Function.ne_iff.mp hst
    rw [if_neg hst]
    exact Finset.prod_eq_zero (Finset.mem_univ i) (if_neg hi)
```

Orthogonality passes from one bit to n bits because a sum over strings of a product over bits factorizes:

(H Hᵀ)_st = Σ_u ∏_i h_(s_i u_i) h_(t_i u_i) = ∏_i Σ_a h_(s_i a) h_(t_i a).

Each factor is 1 if s_i = t_i and 0 otherwise. The product is therefore 1 for s = t, and it vanishes as soon as one bit differs. The intermediate statement `h` in the proof is the factorization, and `by_cases` separates equal from different strings.

```lean
/-- After the Hadamard rotation of a diagonal block, every diagonal energy is the mean of
the original ones. -/
theorem rotated_diagonal {n : ℕ} (d : (Fin n → Fin 2) → ℝ) (s : Fin n → Fin 2) :
    rotate (hadamardPower n) (diagonal d) s s = meanEnergy d := by
  -- all strings enter with the same weight
  have hsq : ∀ t, hadamardPower n s t ^ 2 = 1 / 2 ^ n := by
    intro t
    simp only [hadamardPower, ← Finset.prod_pow, hadamard_sq]
    simp
  unfold rotate meanEnergy
  rw [Matrix.mul_apply, Finset.sum_div]
  refine Finset.sum_congr rfl fun t _ => ?_
  rw [Matrix.mul_diagonal, Matrix.transpose_apply]
  linear_combination d t * hsq t
```

Let diag(d) be the diagonal matrix with entries d_t. Then

(H diag(d) Hᵀ)_ss = Σ_t H_st² d_t = Σ_t d_t / 2ⁿ = mean(d),

because H_st² is a product of n factors 1/2. That product is `hsq` in the proof, and `linear_combination` multiplies it by d_t to match the sums term by term. The mean is thus a consequence of the rotation and not an assumption about the new energies.

```lean
/-- An orthogonal rotation preserves scalar products. -/
theorem dot_rotate {ι : Type*} [Fintype ι] [DecidableEq ι] {R : Matrix ι ι ℝ}
    (hR : Rᵀ * R = 1) (x y : ι → ℝ) : (R *ᵥ x) ⬝ᵥ (R *ᵥ y) = x ⬝ᵥ y := by
  rw [Matrix.dotProduct_mulVec, ← Matrix.mulVec_transpose, Matrix.mulVec_mulVec, hR,
    Matrix.one_mulVec]
```

Here `*ᵥ` applies a matrix to a vector and `⬝ᵥ` is the scalar product. If RᵀR = 1, then

(Rx)·(Ry) = x·(RᵀR y) = x·y.

The rewriting steps move R across the scalar product and use the hypothesis `hR`.

```lean
/-- If `x` solves the fully coupled equations `A x = c`, then under an orthogonal rotation
the rotated `x` solves the rotated equations, and the value `c · x` is unchanged. -/
theorem coupled_invariant {ι : Type*} [Fintype ι] [DecidableEq ι] {R A : Matrix ι ι ℝ}
    {x c : ι → ℝ} (hR : Rᵀ * R = 1) (hx : A *ᵥ x = c) :
    rotate R A *ᵥ (R *ᵥ x) = R *ᵥ c ∧ (R *ᵥ c) ⬝ᵥ (R *ᵥ x) = c ⬝ᵥ x := by
  refine ⟨?_, dot_rotate hR c x⟩
  unfold rotate
  rw [Matrix.mulVec_mulVec, Matrix.mul_assoc, hR, Matrix.mul_one,
    ← Matrix.mulVec_mulVec, hx]
```

Now the off-diagonal elements are kept. Suppose that x solves A x = c, the equation obeyed by the first-order amplitudes with their sign reversed. Then

(R A Rᵀ)(R x) = R A x = R c, and (R c)·(R x) = c·x.

The fully coupled value is the same in every orthogonally rotated basis. For a diagonal A with positive energies, x_s = c_s/d_s, and c·x is the original sum S. Any change of S under the rotation therefore comes from the neglected off-diagonal elements.

```lean
/-- For positive diagonal energies and any reference coupling, the mean energy times the
Hadamard-rotated sum is the squared length of the coupling vector. -/
theorem mean_mul_rotated_sum {n : ℕ} {d : (Fin n → Fin 2) → ℝ} (hd : ∀ s, 0 < d s)
    (c : (Fin n → Fin 2) → ℝ) :
    meanEnergy d * couplingSum (rotate (hadamardPower n) (diagonal d))
      (hadamardPower n *ᵥ c) = ∑ s, c s ^ 2 := by
  have hm : meanEnergy d ≠ 0 :=
    (div_pos (Finset.sum_pos (fun s _ => hd s) Finset.univ_nonempty) (by positivity)).ne'
  have hc := dot_rotate (mul_eq_one_comm.mp (hadamardPower_orthogonal n)) c c
  simp only [dotProduct, ← pow_two] at hc
  unfold couplingSum
  simp only [rotated_diagonal]
  rw [← Finset.sum_div, hc]
  field_simp
```

All denominators after the rotation equal mean(d), so they come out of the sum, and orthogonality does the rest:

mean(d) · S(H diag(d) Hᵀ, H c) = Σ_s (H c)_s² = Σ_s c_s².

This holds for any coupling c. Positive energies, the hypothesis `hd`, make the mean nonzero, so that it can be cancelled. In the proof `hc` is the conservation of length; `mul_eq_one_comm` supplies HᵀH = 1 from H Hᵀ = 1, which is valid for square matrices.

The same argument gives a neighbouring result: any real orthogonal N × N matrix whose squared entries all equal 1/N also replaces every diagonal energy by the mean, and the rotated sum is again the squared length of c divided by that mean.

```lean
/-- For `n ≥ 1`, a quantity equal to `a` on the strings 00…0 and 11…1 and zero elsewhere
sums to `2a`. -/
theorem sum_ends {n : ℕ} (hn : n ≠ 0) (a : ℝ) :
    ∑ s : Fin n → Fin 2, (if s = 0 ∨ s = 1 then a else 0) = 2 * a := by
  have h01 : (0 : Fin n → Fin 2) ≠ 1 := by
    intro h
    have h' := congrFun h ⟨0, Nat.pos_of_ne_zero hn⟩
    simp at h'
  have h : ∀ s : Fin n → Fin 2, (if s = 0 ∨ s = 1 then a else 0)
      = (if s = 0 then a else 0) + (if s = 1 then a else 0) := by
    intro s
    by_cases h0 : s = 0
    · have h1 : s ≠ 1 := fun h1 => h01 (h0.symm.trans h1)
      rw [if_pos (Or.inl h0), if_pos h0, if_neg h1, add_zero]
    · simp only [h0, false_or, if_false, zero_add]
  rw [Finset.sum_congr rfl (fun s _ => h s), Finset.sum_add_distrib]
  simp only [Finset.sum_ite_eq', Finset.mem_univ, if_true]
  ring
```

A quantity equal to a on the two end strings and zero elsewhere sums to 2a. The hypothesis `hn` says n ≠ 0. It is needed because for n = 0 there is only the empty string, and the two ends coincide. The proof shows that they differ at the first bit and then splits the condition "0 or 1" into two separate terms.

```lean
/-- Let `n ≥ 1`, all diagonal energies be positive, and the reference couple with `v ≠ 0`
only to 00…0 and 11…1, both of energy `D`. The Hadamard rotation changes the sum from `2v²/D`
to `2v²/mean(d)`, and lowers it exactly when `D` is below the mean. -/
theorem hadamard_rotation_changes_sum {n : ℕ} (hn : n ≠ 0) {d : (Fin n → Fin 2) → ℝ}
    (hd : ∀ s, 0 < d s) {v D : ℝ} (hv : v ≠ 0) (h0 : d 0 = D) (h1 : d 1 = D) :
    couplingSum (diagonal d) (endCoupling n v) = 2 * v ^ 2 / D ∧
    couplingSum (rotate (hadamardPower n) (diagonal d))
      (hadamardPower n *ᵥ endCoupling n v) = 2 * v ^ 2 / meanEnergy d ∧
    (couplingSum (rotate (hadamardPower n) (diagonal d))
      (hadamardPower n *ᵥ endCoupling n v) < couplingSum (diagonal d) (endCoupling n v)
      ↔ D < meanEnergy d) := by
  have hD : 0 < D := h0 ▸ hd 0
  have hm : 0 < meanEnergy d :=
    div_pos (Finset.sum_pos (fun s _ => hd s) Finset.univ_nonempty) (by positivity)
  have before : couplingSum (diagonal d) (endCoupling n v) = 2 * v ^ 2 / D := by
    have h : ∀ s, endCoupling n v s ^ 2 / diagonal d s s
        = if s = 0 ∨ s = 1 then v ^ 2 / D else 0 := by
      intro s
      rw [Matrix.diagonal_apply_eq]
      unfold endCoupling
      by_cases hs : s = 0 ∨ s = 1
      · have hds : d s = D := by
          rcases hs with h | h
          · rw [h, h0]
          · rw [h, h1]
        rw [if_pos hs, if_pos hs, hds]
      · rw [if_neg hs, if_neg hs]
        simp
    unfold couplingSum
    rw [Finset.sum_congr rfl (fun s _ => h s), sum_ends hn]
    ring
  have after : couplingSum (rotate (hadamardPower n) (diagonal d))
      (hadamardPower n *ᵥ endCoupling n v) = 2 * v ^ 2 / meanEnergy d := by
    have h : ∀ s, endCoupling n v s ^ 2 = if s = 0 ∨ s = 1 then v ^ 2 else 0 := by
      intro s
      unfold endCoupling
      split_ifs <;> simp
    rw [eq_div_iff hm.ne', mul_comm, mean_mul_rotated_sum hd,
      Finset.sum_congr rfl (fun s _ => h s), sum_ends hn]
  refine ⟨before, after, ?_⟩
  -- equal positive numerators: compare the denominators
  have hv2 : 0 < 2 * v ^ 2 := by positivity
  rw [before, after, div_lt_div_iff₀ hm hD]
  exact ⟨fun h => lt_of_mul_lt_mul_left h hv2.le, fun h => mul_lt_mul_of_pos_left h hv2⟩
```

The hypotheses are at least one bit, positive energies, v ≠ 0, and the common energy D at both end strings. The conclusion has three parts, joined by `∧`.

Before the rotation only two terms survive:

S = v²/D + v²/D = 2v²/D.

After it, the squared length of the coupling is 2v², so the preceding identity gives

S = 2v²/mean(d).

Both numerators are the same positive number, so the rotated sum is smaller exactly when D < mean(d). The proof follows this order: `before` evaluates the first sum, `after` the second, and the last lines compare the denominators. For n = 1 the end strings are the only strings, so mean(d) = D and the sum stays the same.

For the two non-interacting molecules, n = 4, and one molecule alone contributes v²/D. This diagonal-only second-order energy is therefore additive in localized orbitals, while in the delocalized ones it is additive only if mean(d) = D. When mean(d) differs from D, size consistency here depends on the choice of orbitals.

The model could also have begun one level lower, with the orbitals and integrals of the two molecules. The energies d_s and the coupling v would then be computed, and the diagonal form of the block would need a proof. The result would be tied to that system, whereas the present theorem covers any positive d with equal end values.

```lean
/-- Diagonal energies for four bits: 1 at 0000 and 1111, and 2 at all other strings. -/
def sampleEnergy : (Fin 4 → Fin 2) → ℝ :=
  fun s => if s = 0 ∨ s = 1 then 1 else 2
```

In arbitrary energy units, the two end strings have energy 1 and the other fourteen have energy 2. These numbers only illustrate the arithmetic. They are not the energies of a real pair of molecules, because among the fourteen strings those that leave the molecules doubly charged would lie above those that leave both neutral.

```lean
/-- With the sample energies and unit coupling to 0000 and 1111, the fourfold Hadamard
rotation changes the sum from 2 to 16/15. -/
theorem sample_change :
    couplingSum (diagonal sampleEnergy) (endCoupling 4 1) = 2 ∧
    couplingSum (rotate (hadamardPower 4) (diagonal sampleEnergy))
      (hadamardPower 4 *ᵥ endCoupling 4 1) = 16 / 15 := by
  have hpos : ∀ s, 0 < sampleEnergy s := by
    intro s
    unfold sampleEnergy
    split_ifs <;> norm_num
  have hm : meanEnergy sampleEnergy = 15 / 8 := by
    have h : ∀ s, sampleEnergy s = 2 - (if s = 0 ∨ s = 1 then (1 : ℝ) else 0) := by
      intro s
      unfold sampleEnergy
      split_ifs <;> norm_num
    unfold meanEnergy
    rw [Finset.sum_congr rfl (fun s _ => h s), Finset.sum_sub_distrib,
      sum_ends (by norm_num) 1]
    norm_num [Finset.sum_const, Finset.card_univ]
  obtain ⟨h1, h2, _⟩ := hadamard_rotation_changes_sum (n := 4) (by norm_num) hpos
    (v := 1) (D := 1) one_ne_zero (if_pos (Or.inl rfl)) (if_pos (Or.inr rfl))
  constructor
  · rw [h1]
    norm_num
  · rw [h2, hm]
    norm_num

end

end HadamardPairEnergy
```

With v = 1 and D = 1, the sum before the rotation is 2. The mean is

mean(d) = (2 · 1 + 14 · 2)/16 = 15/8,

so the sum after the rotation is 2/(15/8) = 16/15. The proof obtains the mean by writing each energy as 2 minus a term that is 1 on the end strings, then inserts the numbers into the general theorem. Almost half of the sum is lost, although the fully coupled value is 2 in both bases.

```lean
#print axioms HadamardPairEnergy.rotated_diagonal
#print axioms HadamardPairEnergy.coupled_invariant
#print axioms HadamardPairEnergy.sample_change
```

```
'HadamardPairEnergy.rotated_diagonal' depends on axioms: [propext, Classical.choice, Quot.sound]
'HadamardPairEnergy.coupled_invariant' depends on axioms: [propext, Classical.choice, Quot.sound]
'HadamardPairEnergy.sample_change' depends on axioms: [propext, Classical.choice, Quot.sound]
```
